# Charge conjugation exchanges the $m$ and $-m$ eigenspinors of the Dirac operator at real momentum

The momentum enters here as a complex $2\times2$ matrix $X$, not as four real components $p^\mu$. In units with $\hbar=c=1$, a real four-momentum corresponds to $X=p^0\,\mathbf 1-\mathbf p\cdot\boldsymbol\sigma$, with $\boldsymbol\sigma$ the Pauli matrices, and the matrices of this form are exactly the Hermitian ones. Reality of the momentum therefore becomes a hypothesis, `X.IsHermitian`. If the input were four real numbers, that hypothesis would disappear, but complex momenta could no longer be expressed, nor could one ask where Hermiticity is needed.

For Hermitian $X$ and real $m$, a bispinor is an eigenvector of the momentum-space Dirac operator $\gamma^\mu p_\mu$ with eigenvalue $m$ exactly when its charge conjugate is one with eigenvalue $-m$. This operator is not the Dirac Hamiltonian, whose eigenvalues are energies. For a free particle at one fixed momentum, this gives the antiparticle spinors from the particle spinors by conjugating the components, rearranging them and changing two signs.

## Bispinors, the Dirac operator and conjugation

```lean
import Mathlib

open Matrix

namespace DiracChargeConjugation

noncomputable section
```

This loads Mathlib and its matrix notation: `*ᵥ` is a matrix acting on a vector, `⬝ᵥ` is the sum of products of components, and `ᴴ` is the Hermitian adjoint.

```lean
/-- A Dirac bispinor: two upper (`inl`) and two lower (`inr`) chiral components. -/
abbrev Bispinor := Fin 2 ⊕ Fin 2 → ℂ
```

A bispinor $\psi=(\phi,\chi)$ assigns a complex number to each of four labels. The labels `Sum.inl 0` and `Sum.inl 1` carry the upper components $\phi_0,\phi_1$; `Sum.inr 0` and `Sum.inr 1` carry the lower ones, $\chi_0,\chi_1$.

```lean
/-- The antisymmetric spinor metric. -/
def eps : Matrix (Fin 2) (Fin 2) ℂ := !![0, 1; -1, 0]
```

This is $\varepsilon=\begin{pmatrix}0&1\\-1&0\end{pmatrix}$, so $\varepsilon(v_0,v_1)=(v_1,-v_0)$.

```lean
/-- The Dirac operator in momentum space, in the chiral basis, for the momentum matrix `X`. -/
def slash (X : Matrix (Fin 2) (Fin 2) ℂ) : Matrix (Fin 2 ⊕ Fin 2) (Fin 2 ⊕ Fin 2) ℂ :=
  fromBlocks 0 X X.adjugate 0
```

Write $D(X)$ for `slash X`:

$$D(X)=\begin{pmatrix}0&X\\ \operatorname{adj}X&0\end{pmatrix},\qquad \operatorname{adj}\begin{pmatrix}a&b\\c&d\end{pmatrix}=\begin{pmatrix}d&-b\\-c&a\end{pmatrix}.$$

For $X=p^0\mathbf 1-\mathbf p\cdot\boldsymbol\sigma$ the adjugate is $p^0\mathbf 1+\mathbf p\cdot\boldsymbol\sigma$, and $D(X)$ is $\gamma^\mu p_\mu$ in the chiral basis.

```lean
/-- Charge conjugation, `(φ, χ) ↦ (ε conj χ, -ε conj φ)`. -/
def chargeConj (ψ : Bispinor) : Bispinor :=
  Sum.elim (eps *ᵥ fun i => star (ψ (Sum.inr i))) (-(eps *ᵥ fun i => star (ψ (Sum.inl i))))
```

With an overline for componentwise complex conjugation, this says $C\psi=(\varepsilon\overline\chi,\,-\varepsilon\overline\phi)$. `Sum.elim` joins an upper and a lower pair into one bispinor. In this basis the map is $\psi\mapsto i\gamma^2\overline\psi$, which fixes the overall phase. No electric charge or external field appears in the model; only the action on free spinors is studied.

```lean
/-- `ψ` is a nonzero solution of the momentum-space Dirac equation `slash X ψ = μ ψ`. -/
def IsEigenspinor (X : Matrix (Fin 2) (Fin 2) ℂ) (μ : ℂ) (ψ : Bispinor) : Prop :=
  ψ ≠ 0 ∧ slash X *ᵥ ψ = μ • ψ
```

An eigenspinor must be nonzero and satisfy $D(X)\psi=\mu\psi$. The eigenvalue $\mu$ may be complex at this point. The mass shell is not imposed separately: since $D(X)^2=(\det X)\mathbf 1$, a nonzero solution forces $\mu^2=\det X$.

## Conjugation in components

```lean
/-- The four components of the charge-conjugate spinor. -/
theorem chargeConj_eq (ψ : Bispinor) :
    chargeConj ψ = Sum.elim ![star (ψ (Sum.inr 1)), -star (ψ (Sum.inr 0))]
      ![-star (ψ (Sum.inl 1)), star (ψ (Sum.inl 0))] := by
  ext i
  rcases i with i | i <;> fin_cases i <;>
    simp [chargeConj, eps, dotProduct, Fin.sum_univ_two]
```

Applying $\varepsilon$ to the conjugated pairs gives

$$C\psi=(\overline{\chi_1},\,-\overline{\chi_0},\,-\overline{\phi_1},\,\overline{\phi_0}).$$

The proof has a pattern that recurs below. `ext i` reduces equality of bispinors to equality of components, `rcases` and `fin_cases` list the four labels, and `simp` evaluates each case.

```lean
/-- Charge conjugation turns a scalar factor into its complex conjugate. -/
theorem chargeConj_smul (a : ℂ) (ψ : Bispinor) :
    chargeConj (a • ψ) = star a • chargeConj ψ := by
  rw [chargeConj_eq, chargeConj_eq]
  ext i
  rcases i with i | i <;> fin_cases i <;> simp
```

Each component of $C\psi$ contains one conjugated component of $\psi$, so $C(a\psi)=\overline a\,C\psi$. This antilinearity is what will conjugate the eigenvalue.

```lean
/-- Different spinors have different charge conjugates. -/
theorem chargeConj_injective : Function.Injective chargeConj := by
  intro ψ φ h
  rw [chargeConj_eq, chargeConj_eq] at h
  -- compare components and cancel the complex conjugation
  have e1 : ψ (Sum.inr 1) = φ (Sum.inr 1) :=
    (starRingEnd ℂ).injective (by simpa using congrFun h (Sum.inl 0))
  have e2 : ψ (Sum.inr 0) = φ (Sum.inr 0) :=
    (starRingEnd ℂ).injective (by simpa using congrFun h (Sum.inl 1))
  have e3 : ψ (Sum.inl 1) = φ (Sum.inl 1) :=
    (starRingEnd ℂ).injective (by simpa using congrFun h (Sum.inr 0))
  have e4 : ψ (Sum.inl 0) = φ (Sum.inl 0) :=
    (starRingEnd ℂ).injective (by simpa using congrFun h (Sum.inr 1))
  ext i
  rcases i with i | i <;> fin_cases i
  exacts [e4, e3, e2, e1]
```

If $C\psi=C\phi$, where $\phi$ here names a second bispinor as in the code, the four components above agree in pairs. Removing signs and conjugations gives $\psi=\phi$. The equalities `e1` to `e4` are these four comparisons.

## Moving the Dirac operator through $C$

```lean
/-- Moving the Dirac operator through charge conjugation gives a minus sign and replaces
the momentum matrix by its Hermitian adjoint. -/
theorem slash_mulVec_chargeConj (X : Matrix (Fin 2) (Fin 2) ℂ) (ψ : Bispinor) :
    slash X *ᵥ chargeConj ψ = -chargeConj (slash Xᴴ *ᵥ ψ) := by
  rw [chargeConj_eq, chargeConj_eq]
  ext i
  rcases i with i | i <;> fin_cases i <;>
    simp [slash, mulVec, dotProduct, Fintype.sum_sum_type, Fin.sum_univ_two,
      adjugate_fin_two] <;> ring
```

The statement is $D(X)\,C\psi=-C\,D(X^\dagger)\psi$ for every complex $X$. By hand it rests on a property of $\varepsilon$ in two dimensions, checked by multiplying out:

$$(\operatorname{adj}X)\,\varepsilon=\varepsilon X^T,\qquad X\varepsilon=\varepsilon(\operatorname{adj}X)^T.$$

The left side is then

$$D(X)C\psi=(-X\varepsilon\overline\phi,\ (\operatorname{adj}X)\varepsilon\overline\chi)=(-\varepsilon(\operatorname{adj}X)^T\overline\phi,\ \varepsilon X^T\overline\chi).$$

On the other side, $D(X^\dagger)\psi=(X^\dagger\chi,\ \operatorname{adj}(X^\dagger)\phi)$. Conjugating entries turns $X^\dagger$ into $X^T$ and $\operatorname{adj}(X^\dagger)$ into $(\operatorname{adj}X)^T$, so

$$C\,D(X^\dagger)\psi=(\varepsilon(\operatorname{adj}X)^T\overline\phi,\ -\varepsilon X^T\overline\chi),$$

which is the negative of the first result. Lean verifies the same identity component by component: `simp` expands the matrix products and `ring` finishes the algebra.

## From eigenvalue $m$ to eigenvalue $-m$

```lean
/-- For a Hermitian momentum matrix, `ψ` is an eigenspinor with complex eigenvalue `μ` exactly
when its charge conjugate is an eigenspinor with eigenvalue `-conj μ`. -/
theorem isEigenspinor_iff_complex {X : Matrix (Fin 2) (Fin 2) ℂ} (hX : X.IsHermitian)
    (μ : ℂ) (ψ : Bispinor) :
    IsEigenspinor X μ ψ ↔ IsEigenspinor X (-star μ) (chargeConj ψ) := by
  have h0 : chargeConj 0 = 0 := by simpa using chargeConj_smul 0 0
  have hz : chargeConj ψ = 0 ↔ ψ = 0 :=
    ⟨fun h => chargeConj_injective (h.trans h0.symm), fun h => by rw [h, h0]⟩
  refine and_congr (not_congr hz.symm) ?_
  -- pull both sides of the conjugate equation back through the injective map
  rw [slash_mulVec_chargeConj, hX.eq, neg_smul, neg_inj, ← chargeConj_smul,
    chargeConj_injective.eq_iff]
```

Let $X^\dagger=X$. The preceding identity and antilinearity give

$$\begin{aligned}
D(X)C\psi=-\overline\mu\,C\psi
&\iff C(D(X)\psi)=\overline\mu\,C\psi=C(\mu\psi)\\
&\iff D(X)\psi=\mu\psi.
\end{aligned}$$

The last step uses injectivity. The final `rw` makes these moves in order, while `hz` shows that $C\psi$ vanishes only when $\psi$ does, which settles the nonzero condition. A purely imaginary eigenvalue, which occurs for spacelike momentum, is sent to itself.

```lean
/-- For Hermitian `X` and real `m`, `ψ` is an eigenspinor with eigenvalue `m` exactly when its
charge conjugate is an eigenspinor with eigenvalue `-m`. -/
theorem chargeConj_exchanges_eigenspinors {X : Matrix (Fin 2) (Fin 2) ℂ}
    (hX : X.IsHermitian) (m : ℝ) (ψ : Bispinor) :
    IsEigenspinor X (m : ℂ) ψ ↔ IsEigenspinor X (-(m : ℂ)) (chargeConj ψ) := by
  have hs : star (m : ℂ) = (m : ℂ) := Complex.conj_ofReal m
  have h := isEigenspinor_iff_complex hX (m : ℂ) ψ
  rwa [hs] at h
```

For real $m$, $\overline m=m$, and the eigenvalue becomes $-m$. The type `ℝ` of `m` carries the reality assumption, and `(m : ℂ)` is the same number regarded as complex.

The theorem holds for either sign of $m$ and of the energy. When $m>0$ and $p^0>0$, it relates the particle spinors, with $D(X)u=mu$, to the antiparticle spinors, with $D(X)v=-mv$, at the same momentum. At $m=0$ both eigenvalues are zero, and the eigenvalue no longer separates the two kinds.

```lean
/-- For Hermitian `X` and real `m`, the charge conjugate of an eigenspinor for `X` with eigenvalue
`m` is an eigenspinor for `-X` with the same eigenvalue `m`. -/
theorem chargeConj_reverses_momentum {X : Matrix (Fin 2) (Fin 2) ℂ}
    (hX : X.IsHermitian) {m : ℝ} {ψ : Bispinor} (h : IsEigenspinor X (m : ℂ) ψ) :
    IsEigenspinor (-X) (m : ℂ) (chargeConj ψ) := by
  obtain ⟨h0, h1⟩ := (chargeConj_exchanges_eigenspinors hX m ψ).1 h
  -- in two dimensions the adjugate is linear, so the whole operator changes sign
  have hneg : slash (-X) = -slash X := by
    ext i j
    rcases i with i | i <;> rcases j with j | j <;> fin_cases i <;> fin_cases j <;>
      simp [slash, adjugate_fin_two]
  exact ⟨h0, by rw [hneg, neg_mulVec, h1, neg_smul, neg_neg]⟩
```

In two dimensions $\operatorname{adj}(-X)=-\operatorname{adj}X$, hence $D(-X)=-D(X)$, which is `hneg`. Therefore

$$D(-X)C\psi=-D(X)C\psi=m\,C\psi.$$

The conjugate spinor thus solves the equation with the original mass parameter and reversed four-momentum. This matches complex conjugation of a plane wave, which turns $e^{-ip\cdot x}$ into $e^{ip\cdot x}$.

## Where Hermiticity enters

```lean
/-- Charge conjugation anticommutes with the Dirac operator on all bispinors exactly when the
momentum matrix is Hermitian. -/
theorem anticommutes_iff_isHermitian (X : Matrix (Fin 2) (Fin 2) ℂ) :
    (∀ ψ, slash X *ᵥ chargeConj ψ = -chargeConj (slash X *ᵥ ψ)) ↔ X.IsHermitian := by
  constructor
  · intro h
    have key : ∀ ψ, slash Xᴴ *ᵥ ψ = slash X *ᵥ ψ := fun ψ =>
      chargeConj_injective (neg_injective ((slash_mulVec_chargeConj X ψ).symm.trans (h ψ)))
    -- test on the basis spinors of the lower block to read off the entries of `X`
    ext i j
    have hij := congrFun (key fun k => if k = Sum.inr j then 1 else 0) (Sum.inl i)
    simpa [slash, mulVec, dotProduct, Fintype.sum_sum_type] using hij
  · intro hX ψ
    rw [slash_mulVec_chargeConj, hX.eq]
```

The relation $D(X)C\psi=-C\,D(X)\psi$ holds for all $\psi$ exactly when $X$ is Hermitian. If it holds, comparison with the general identity gives $C\,D(X^\dagger)\psi=C\,D(X)\psi$, and injectivity gives $D(X^\dagger)\psi=D(X)\psi$. Taking $\psi$ to be the basis spinor with a single 1 in lower position $j$ and reading upper component $i$ yields $(X^\dagger)_{ij}=X_{ij}$. The converse is substitution.

This concerns the operator relation on all bispinors. The eigenvalue equivalence for real $m$ can still be true for a non-Hermitian matrix: with $X=i\mathbf 1$ the eigenvalues are $\pm i$, so both sides are false.

## The scalar density and an explicit pair

```lean
/-- The scalar density `ψ† γ⁰ ψ`, with `γ⁰ = slash 1`, changes sign under charge conjugation
of a spinor with ordinary complex components. -/
theorem scalar_density_chargeConj (ψ : Bispinor) :
    star (chargeConj ψ) ⬝ᵥ (slash 1 *ᵥ chargeConj ψ) = -(star ψ ⬝ᵥ (slash 1 *ᵥ ψ)) := by
  rw [chargeConj_eq]
  simp [slash, mulVec, dotProduct, Fintype.sum_sum_type, Fin.sum_univ_two]
  ring
```

Here $\gamma^0=D(\mathbf 1)$ swaps the upper and lower pairs, so $\psi^\dagger\gamma^0\psi=\phi^\dagger\chi+\chi^\dagger\phi$. Since $\varepsilon^T\varepsilon=\mathbf 1$, the first term for $C\psi$ is

$$(\varepsilon\overline\chi)^\dagger(-\varepsilon\overline\phi)=-\chi^T\overline\phi=-\phi^\dagger\chi.$$

The second term is its complex conjugate, and the sum changes sign. The components are ordinary complex numbers; for anticommuting fields, reordering the factors supplies a further sign.

```lean
/-- For real `a ≠ 0` and real `b`, the momentum matrix `diag(a², b²)` is Hermitian, the spinor `(a,
0, b, 0)` is an eigenspinor for it with eigenvalue `ab`, and the charge conjugate of this spinor is
`(0, -b, 0, a)`. -/
theorem eigenspinor_witness (a b : ℝ) (ha : a ≠ 0) :
    (!![(a : ℂ) ^ 2, 0; 0, (b : ℂ) ^ 2]).IsHermitian ∧
    IsEigenspinor !![(a : ℂ) ^ 2, 0; 0, (b : ℂ) ^ 2] ((a * b : ℝ) : ℂ)
      (Sum.elim ![(a : ℂ), 0] ![(b : ℂ), 0]) ∧
    chargeConj (Sum.elim ![(a : ℂ), 0] ![(b : ℂ), 0]) =
      Sum.elim ![0, -(b : ℂ)] ![0, (a : ℂ)] := by
  refine ⟨?_, ⟨?_, ?_⟩, ?_⟩
  · ext i j
    fin_cases i <;> fin_cases j <;> simp
  · intro h
    exact ha (by simpa using congrFun h (Sum.inl 0))
  · ext i
    rcases i with i | i <;> fin_cases i <;>
      simp [slash, mulVec, dotProduct, Fintype.sum_sum_type, Fin.sum_univ_two,
        adjugate_fin_two] <;> ring
  · rw [chargeConj_eq]
    ext i
    rcases i with i | i <;> fin_cases i <;> simp

end

end DiracChargeConjugation
```

Take $X=\operatorname{diag}(a^2,b^2)$, a momentum with no $x$ or $y$ component, and $\psi=(a,0,b,0)$ with $a\neq0$. Then $\operatorname{adj}X=\operatorname{diag}(b^2,a^2)$ and

$$D(X)\psi=(a^2b,\,0,\,ab^2,\,0)=ab\,\psi.$$

The component formula gives $C\psi=(0,-b,0,a)$, which has eigenvalue $-ab$ by the main theorem. The three parts of the statement are the Hermiticity of $X$, the eigenspinor property and the value of $C\psi$. Both spinors have squared norm $a^2+b^2=2p^0$; division by $\sqrt{a^2+b^2}$ normalises them to one.

The massless limit $b=0$ is allowed. There $\psi=(a,0,0,0)$ lies in the upper chiral block and $C\psi=(0,0,0,a)$ in the lower one, both with eigenvalue zero.

```lean
#print axioms DiracChargeConjugation.chargeConj_exchanges_eigenspinors
#print axioms DiracChargeConjugation.chargeConj_reverses_momentum
#print axioms DiracChargeConjugation.anticommutes_iff_isHermitian
#print axioms DiracChargeConjugation.scalar_density_chargeConj
```

```
'DiracChargeConjugation.chargeConj_exchanges_eigenspinors' depends on axioms: [propext, Classical.choice, Quot.sound]
'DiracChargeConjugation.chargeConj_reverses_momentum' depends on axioms: [propext, Classical.choice, Quot.sound]
'DiracChargeConjugation.anticommutes_iff_isHermitian' depends on axioms: [propext, Classical.choice, Quot.sound]
'DiracChargeConjugation.scalar_density_chargeConj' depends on axioms: [propext, Classical.choice, Quot.sound]
```
